# Free-fermion k-point densities lie between zero and the uncorrelated product

Take three points with density 1 each, and suppose that an approximate one-body density matrix is Hermitian with every off-diagonal entry equal to 2. The determinant formula for free fermions then gives each pair of points a density of $1-4=-3$, and the triple a density of $1+16-12=5$. The first number cannot be a density. The second says that fermions crowd together five times more than independent particles would.

The matrix has eigenvalues $5,-1,-1$, so Hermiticity and positive local densities do not exclude either failure. Positive semidefiniteness excludes both. Physically, it says that the mean number of particles in any one-particle mode is never negative.

## Density matrix, Slater determinant and coherence matrix

Let $X$ be any set of one-particle labels, such as lattice sites or positions with spin. A matrix $\gamma$ on $X$ has entries $\gamma(x,y)$, and $\gamma(x,x)$ is the local density. In Lean, `X` may be infinite; `PosSemidef` then means Hermitian with a nonnegative quadratic form on finitely supported coefficients.

```lean
import Mathlib

open Matrix
open scoped ComplexOrder

namespace FreeFermionPauliBound

noncomputable section

variable {ι X : Type*} [Fintype ι] [DecidableEq ι]
```

For points $x_1,\dots,x_k$, repetitions allowed, `kPointDensity` is the determinant of the matrix with entries $\gamma(x_i,x_j)$. Lean numbers the points from 0.

```lean
/-- The `k`-point density of a free-fermion state with one-body density matrix `γ`,
given by Wick's formula as the determinant of `γ (x i) (x j)`. -/
def kPointDensity {k : ℕ} (γ : Matrix X X ℂ) (x : Fin k → X) : ℂ :=
  (γ.submatrix x x).det
```

Here a free-fermion state is a Slater determinant or a grand-canonical thermal state of non-interacting fermions, without pairing. That such a state has this determinant as its $k$-point density is Wick's theorem, which enters here as a definition. Part (a) derives it from a wavefunction only when $k$ equals the particle number $N$. Fewer points and thermal states rest on the assumption. The bounds do not use the further fermionic condition that occupations are at most 1.

For orbitals $\varphi_1,\dots,\varphi_N$, the convention puts the complex conjugate on the second argument.

```lean
/-- The matrix `∑ a, φ a x * conj (φ a y)` built from `N` orbitals. For orthonormal orbitals it is
the one-body density matrix of their Slater determinant. -/
def orbitalDensityMatrix {N : ℕ} (φ : Fin N → X → ℂ) : Matrix X X ℂ :=
  fun x y => ∑ a, φ a x * star (φ a y)
```

The Slater determinant $\Psi$ carries the prefactor $1/\sqrt{N!}$. When the orbitals are orthonormal, it has norm 1 and the matrix above is its one-body density matrix. The identity in (a) holds without orthonormality.

```lean
/-- The Slater determinant of `N` orbitals, with the prefactor `1 / √N!`. -/
def slater {N : ℕ} (φ : Fin N → X → ℂ) (x : Fin N → X) : ℂ :=
  (Matrix.of fun i a => φ a (x i)).det / ((√(N.factorial : ℝ) : ℝ) : ℂ)
```

For a finite square matrix $A$ with positive diagonal, set $w_i=A_{ii}^{-1/2}$ and $C_{ij}=w_iA_{ij}w_j$. In Lean, $w$ is `invAmplitude A` and $C$ is `coherence A`. In optics, "coherence matrix" often means the matrix before this normalisation.

```lean
/-- The inverse square root of the local density `A i i`, for positive `A i i`. -/
def invAmplitude (A : Matrix ι ι ℂ) (i : ι) : ℂ :=
  (((√(A i i).re)⁻¹ : ℝ) : ℂ)

/-- The coherence matrix: each entry `A i j` divided by the square roots of the local
densities `A i i` and `A j j`, for positive densities. -/
def coherence (A : Matrix ι ι ℂ) : Matrix ι ι ℂ :=
  diagonal (invAmplitude A) * A * diagonal (invAmplitude A)
```

## (a) The squared Slater determinant

Show that, with $\gamma(x,y)=\sum_a\varphi_a(x)\varphi_a(y)^*$,
$$N!\,|\Psi(x_1,\dots,x_N)|^2=\det[\gamma(x_i,x_j)].$$

**Solution.** Let $M_{ia}=\varphi_a(x_i)$, so that $\Psi=\det M/\sqrt{N!}$. Then
$$N!\,|\Psi|^2=\det M\,(\det M)^*=\det M\,\det M^\dagger=\det(MM^\dagger),$$
and $(MM^\dagger)_{ij}=\sum_a\varphi_a(x_i)\varphi_a(x_j)^*=\gamma(x_i,x_j)$.

In the proof, `h1` cancels the factorial and `h2` identifies the sampled density matrix with $MM^\dagger$. The left side is a real number read as a complex one.

```lean
/-- For `N` orbitals, `N!` times the squared modulus of the Slater determinant is the Wick
determinant of the matrix `orbitalDensityMatrix φ` at the `N` points. -/
theorem slater_density {N : ℕ} (φ : Fin N → X → ℂ) (x : Fin N → X) :
    (((N.factorial : ℝ) * ‖slater φ x‖ ^ 2 : ℝ) : ℂ)
      = kPointDensity (orbitalDensityMatrix φ) x := by
  let M : Matrix (Fin N) (Fin N) ℂ := Matrix.of fun i a => φ a (x i)
  have hN : (N.factorial : ℝ) ≠ 0 := by exact_mod_cast N.factorial_ne_zero
  have h1 : (N.factorial : ℝ) * ‖slater φ x‖ ^ 2 = Complex.normSq M.det := by
    change (N.factorial : ℝ) * ‖M.det / ((√(N.factorial : ℝ) : ℝ) : ℂ)‖ ^ 2 = _
    rw [norm_div, div_pow, Complex.norm_real, Real.norm_eq_abs, sq_abs,
      Real.sq_sqrt (by positivity), Complex.normSq_eq_norm_sq]
    field_simp
  -- the density matrix at the sampled points is `M * Mᴴ`
  have h2 : (orbitalDensityMatrix φ).submatrix x x = M * Mᴴ := by
    ext i j
    simp [orbitalDensityMatrix, M, Matrix.mul_apply]
  rw [h1, kPointDensity, h2, det_mul, det_conjTranspose, ← Complex.mul_conj]
  rfl
```

## (b) Splitting off the local densities

Let all $A_{ii}$ be positive. Show that
$$\det A=\Big(\prod_iA_{ii}\Big)\det C,\qquad C_{ii}=1.$$

**Solution.** With $D=\mathrm{diag}(w_i)$ we have $C=DAD$, hence $\det C=(\prod_iw_i)^2\det A$. Since $A_{ii}w_i^2=1$ for each $i$, multiplying by $\prod_iA_{ii}$ gives the first equation. The same identity is the second one, because $C_{ii}=w_i^2A_{ii}$.

The identity $A_{ii}w_i^2=1$ is `key` in Lean. The order on complex numbers makes `0 < A i i` say that the entry is real and positive. Positive semidefiniteness is not needed yet.

```lean
/-- For positive local densities, the determinant is the product of the densities times
the determinant of the coherence matrix, whose diagonal entries are all one. -/
theorem det_eq_prod_mul_coherence (A : Matrix ι ι ℂ) (hpos : ∀ i, 0 < A i i) :
    A.det = (∏ i, A i i) * (coherence A).det ∧ ∀ i, coherence A i i = 1 := by
  have key : ∀ i, A i i * invAmplitude A i * invAmplitude A i = 1 := by
    intro i
    obtain ⟨h1, h2⟩ := Complex.lt_def.1 (hpos i)
    rw [Complex.zero_re] at h1
    rw [Complex.zero_im] at h2
    have e : ((A i i).re : ℂ) = A i i :=
      Complex.ext rfl (by rw [Complex.ofReal_im]; exact h2)
    have hr : (A i i).re * (√(A i i).re)⁻¹ * (√(A i i).re)⁻¹ = 1 := by
      rw [mul_assoc, ← mul_inv, Real.mul_self_sqrt h1.le, mul_inv_cancel₀ h1.ne']
    have hc := congrArg (fun r : ℝ => (r : ℂ)) hr
    simp only [Complex.ofReal_mul, Complex.ofReal_one, e] at hc
    exact hc
  constructor
  · have hp : (∏ i, A i i) * (∏ i, invAmplitude A i) * (∏ i, invAmplitude A i) = 1 := by
      rw [← Finset.prod_mul_distrib, ← Finset.prod_mul_distrib]
      exact Finset.prod_eq_one fun i _ => key i
    rw [coherence, det_mul, det_mul, det_diagonal]
    linear_combination (-A.det) * hp
  · intro i
    rw [coherence, mul_diagonal, diagonal_mul]
    linear_combination key i
```

## (c) Positivity survives the normalisation

Let $A$ be positive semidefinite. Show that for every vector $v$
$$v^\dagger Cv\ge0,\qquad C^\dagger=C.$$

**Solution.** The matrix $D$ is real and diagonal, so $D^\dagger=D$ and $C^\dagger=DA^\dagger D=C$. Moreover $v^\dagger DADv=(Dv)^\dagger A(Dv)\ge0$.

Mathlib supplies the statement for $DAD^\dagger$, and `hs` replaces $D^\dagger$ by $D$. The theorem needs no positive diagonal, because the argument works for any real weights $w_i$. Where $A_{ii}=0$, Lean's convention $1/0=0$ makes $w_i$ zero.

```lean
/-- The coherence matrix of a positive semidefinite matrix is positive semidefinite. -/
theorem coherence_posSemidef {A : Matrix ι ι ℂ} (hA : A.PosSemidef) :
    (coherence A).PosSemidef := by
  have h := hA.mul_mul_conjTranspose_same (diagonal (invAmplitude A))
  have hs : star (invAmplitude A) = invAmplitude A :=
    funext fun i => Complex.conj_ofReal _
  rwa [diagonal_conjTranspose, hs] at h
```

## (d) Unit diagonal

Let $B$ be positive semidefinite with $B_{ii}=1$ for all $i$. Show that
$$\det B\le1,\qquad \det B=1\ \Rightarrow\ B=\mathbb 1.$$

**Solution.** Let $\lambda_i\ge0$ be the eigenvalues. The trace equals the number of rows, so $\sum_i(\lambda_i-1)=0$. From $1+t\le e^t$ with $t=\lambda_i-1$ we get $\lambda_i\le e^{\lambda_i-1}$. All factors are nonnegative, so
$$\det B=\prod_i\lambda_i\le\exp\Big(\sum_i(\lambda_i-1)\Big)=1.$$

Now let the determinant be 1. Then no eigenvalue is zero. If some $\lambda_i\ne1$, its exponential bound is strict, and since all factors are positive the product would be strictly below 1. Hence every $\lambda_i=1$, and diagonalising with a unitary $U$ gives $B=U\mathbb 1U^\dagger=\mathbb 1$.

The trace condition is `htr`, the exponential bound is `hle`, and `hone` collects the conclusion that all eigenvalues are 1. The spectral theorem then returns the matrix itself.

```lean
/-- A positive semidefinite matrix with unit diagonal has determinant at most one, and
determinant one only if it is the identity. -/
theorem det_le_one_of_unit_diagonal {B : Matrix ι ι ℂ} (hB : B.PosSemidef)
    (h1 : ∀ i, B i i = 1) : B.det ≤ 1 ∧ (B.det = 1 → B = 1) := by
  let ev : ι → ℝ := hB.1.eigenvalues
  have hdet : B.det = ((∏ i, ev i : ℝ) : ℂ) := by
    rw [Complex.ofReal_prod]
    exact hB.1.det_eq_prod_eigenvalues
  have htr : ∑ i, (ev i - 1) = 0 := by
    have h : B.trace = ∑ i, ((ev i : ℝ) : ℂ) := hB.1.trace_eq_sum_eigenvalues
    have h' : ((∑ i, (ev i - 1) : ℝ) : ℂ) = 0 := by
      rw [Complex.ofReal_sum]
      simp only [Complex.ofReal_sub, Complex.ofReal_one, Finset.sum_sub_distrib]
      rw [← h]
      simp [Matrix.trace, h1]
    exact_mod_cast h'
  have hexp : ∏ i, Real.exp (ev i - 1) = 1 := by
    rw [← Real.exp_sum, htr, Real.exp_zero]
  -- each eigenvalue lies below the exponential tangent at one
  have hle : ∀ i, ev i ≤ Real.exp (ev i - 1) := fun i => by
    linarith [Real.add_one_le_exp (ev i - 1)]
  have h0 : ∀ i, 0 ≤ ev i := fun i => hB.eigenvalues_nonneg i
  constructor
  · have h : ∏ i, ev i ≤ 1 :=
      hexp ▸ Finset.prod_le_prod (fun i _ => h0 i) (fun i _ => hle i)
    rw [hdet]
    exact_mod_cast h
  · intro hd
    have hp : ∏ i, ev i = 1 := by
      rw [hdet] at hd
      exact_mod_cast hd
    have hne : ∀ i, ev i ≠ 0 := fun i hi => by
      rw [Finset.prod_eq_zero (Finset.mem_univ i) hi] at hp
      exact zero_ne_one hp
    have hone : hB.1.eigenvalues = fun _ => (1 : ℝ) := by
      funext i
      by_contra hi
      have hlt : ev i < Real.exp (ev i - 1) := by
        linarith [Real.add_one_lt_exp (sub_ne_zero.2 hi : ev i - 1 ≠ 0)]
      have h := Finset.prod_lt_prod (fun j _ => lt_of_le_of_ne (h0 j) (hne j).symm)
        (fun j _ => hle j) ⟨i, Finset.mem_univ i, hlt⟩
      rw [hp, hexp] at h
      exact lt_irrefl _ h
    have hs := hB.1.spectral_theorem
    have hdiag : diagonal ((RCLike.ofReal : ℝ → ℂ) ∘ fun _ : ι => (1 : ℝ)) = 1 := by
      ext i j
      simp [diagonal_apply, one_apply]
    rw [hone, hdiag, map_one] at hs
    exact hs
```

## (e) Hadamard's inequality for positive semidefinite matrices

Let $A$ be positive semidefinite. Show that
$$\det A\le\prod_iA_{ii}.$$

**Solution.** If all $A_{ii}>0$, parts (b), (c) and (d) give $\det A=(\prod_iA_{ii})\det C\le\prod_iA_{ii}$.

Otherwise some $A_{ii}=0$, since diagonal entries are nonnegative. For each $j$, the 2 by 2 minor gives
$$0\le A_{ii}A_{jj}-|A_{ij}|^2=-|A_{ij}|^2,$$
so row $i$ vanishes. Both sides of the inequality are then zero.

The `by_cases` line separates these two situations, and `hrow` is the argument with the minors. Hadamard's name is also attached to a bound on $|\det M|$ by the product of the row lengths, for any square $M$; that bound follows by taking $A=MM^\dagger$.

```lean
/-- Hadamard's inequality: the determinant of a positive semidefinite matrix is at most
the product of its diagonal entries. -/
theorem hadamard {A : Matrix ι ι ℂ} (hA : A.PosSemidef) : A.det ≤ ∏ i, A i i := by
  by_cases hpos : ∀ i, 0 < A i i
  · obtain ⟨hd, hu⟩ := det_eq_prod_mul_coherence A hpos
    rw [hd]
    exact mul_le_of_le_one_right (Finset.prod_nonneg fun i _ => (hpos i).le)
      (det_le_one_of_unit_diagonal (coherence_posSemidef hA) hu).1
  · obtain ⟨i, hi⟩ := not_forall.1 hpos
    have hz : A i i = 0 := by
      by_contra hne
      exact hi (lt_of_le_of_ne hA.diag_nonneg (Ne.symm hne))
    -- a vanishing density kills its whole row, by positivity of the 2 by 2 minors
    have hrow : ∀ j, A i j = 0 := by
      intro j
      have h := (hA.submatrix ![i, j]).det_nonneg
      have hji : A j i = star (A i j) := (hA.1.apply j i).symm
      rw [det_fin_two] at h
      change 0 ≤ A i i * A j j - A i j * A j i at h
      rw [hz, hji, zero_mul, zero_sub, Complex.star_def, Complex.mul_conj] at h
      have h2 : 0 ≤ -Complex.normSq (A i j) := by exact_mod_cast h
      exact Complex.normSq_eq_zero.1
        (le_antisymm (by linarith) (Complex.normSq_nonneg _))
    have hprod : ∏ j, A j j = 0 :=
      Finset.prod_eq_zero (f := fun j => A j j) (Finset.mem_univ i) hz
    rw [det_eq_zero_of_row_eq_zero i hrow]
    exact hprod.ge
```

## (f) Bounds on the k-point density

Let $\gamma$ be positive semidefinite. Show that for any points $x_1,\dots,x_k$
$$0\le\det[\gamma(x_i,x_j)]\le\prod_i\gamma(x_i,x_i).$$

**Solution.** Put $A_{ij}=\gamma(x_i,x_j)$. For coefficients $c_i$, let $b(y)$ be the sum of those $c_i$ with $x_i=y$. Then
$$\sum_{i,j}c_i^*A_{ij}c_j=\sum_{y,z}b(y)^*\gamma(y,z)b(z)\ge0,$$
so $A$ is positive semidefinite even when points repeat. Its determinant is a product of nonnegative eigenvalues, which gives the lower bound. Part (e) gives the upper one.

In Lean, `hγ.submatrix x` is the positivity of $A$. The complex inequalities also say that the determinant is real. For $k=0$ both the determinant and the product are 1.

```lean
/-- For a positive semidefinite one-body density matrix, the free-fermion `k`-point density
lies between zero and the uncorrelated product of the one-point densities. -/
theorem kPointDensity_bounds {k : ℕ} {γ : Matrix X X ℂ} (hγ : γ.PosSemidef)
    (x : Fin k → X) :
    0 ≤ kPointDensity γ x ∧ kPointDensity γ x ≤ ∏ i, γ (x i) (x i) :=
  ⟨(hγ.submatrix x).det_nonneg, hadamard (hγ.submatrix x)⟩
```

## (g) When the points are uncorrelated

Let $\gamma$ be positive semidefinite with $\gamma(x_i,x_i)>0$ at every chosen point. Show that
$$\det[\gamma(x_i,x_j)]=\prod_i\gamma(x_i,x_i)\iff\gamma(x_i,x_j)=0\ \text{ for all } i\ne j.$$

**Solution.** With $A$ as in (f), equality and (b) give $\det C=1$ after division by the nonzero product. Part (d) then gives $C=\mathbb 1$, so $w_iA_{ij}w_j=0$ for $i\ne j$. The weights are nonzero, hence $A_{ij}=0$. Conversely, if the off-diagonal entries vanish, $A$ is diagonal and its determinant is the product of its diagonal entries.

The steps `hc`, `hI` and `hw` are $\det C=1$, $C=\mathbb 1$ and $w_i\ne0$.

Nonnegative densities would not suffice for the forward direction. Take three points with densities $0,\tfrac12,\tfrac12$, let $\gamma(x_2,x_3)=\gamma(x_3,x_2)=\tfrac14$, and set the other entries to zero. This matrix is positive semidefinite and both sides of the equality are zero, yet the last two points are correlated.

```lean
/-- For positive semidefinite `γ` and positive densities at the chosen points, the `k`-point
density equals the uncorrelated product exactly when `γ (x i) (x j) = 0` for all distinct
indices `i` and `j`. -/
theorem kPointDensity_eq_prod_iff {k : ℕ} {γ : Matrix X X ℂ} (hγ : γ.PosSemidef)
    (x : Fin k → X) (hpos : ∀ i, 0 < γ (x i) (x i)) :
    kPointDensity γ x = ∏ i, γ (x i) (x i) ↔ ∀ i j, i ≠ j → γ (x i) (x j) = 0 := by
  let A : Matrix (Fin k) (Fin k) ℂ := γ.submatrix x x
  have hA : A.PosSemidef := hγ.submatrix x
  change A.det = ∏ i, A i i ↔ ∀ i j, i ≠ j → A i j = 0
  have hposA : ∀ i, 0 < A i i := hpos
  constructor
  · intro h i j hij
    obtain ⟨hd, hu⟩ := det_eq_prod_mul_coherence A hposA
    have hP : ∏ i, A i i ≠ 0 := Finset.prod_ne_zero_iff.2 fun i _ => (hposA i).ne'
    have hc : (coherence A).det = 1 :=
      mul_left_cancel₀ hP (by rw [← hd, h, mul_one])
    have hI := (det_le_one_of_unit_diagonal (coherence_posSemidef hA) hu).2 hc
    have hw : ∀ i, invAmplitude A i ≠ 0 := fun i => by
      have hre : 0 < (A i i).re := (Complex.lt_def.1 (hposA i)).1
      exact Complex.ofReal_ne_zero.2 (inv_ne_zero (Real.sqrt_pos.2 hre).ne')
    have he := congrFun (congrFun hI i) j
    rw [coherence, mul_diagonal, diagonal_mul, one_apply_ne hij] at he
    exact (mul_eq_zero.1 ((mul_eq_zero.1 he).resolve_right (hw j))).resolve_left (hw i)
  · intro h
    have hD : A = diagonal fun i => A i i := by
      ext i j
      by_cases hij : i = j
      · subst hij
        rw [diagonal_apply_eq]
      · rw [diagonal_apply_ne _ hij, h i j hij]
    exact (congrArg Matrix.det hD).trans det_diagonal
```

## (h) Coinciding points

Let $x_i=x_j$ for two different indices $i\ne j$. Show that
$$\det[\gamma(x_l,x_m)]_{l,m}=0.$$

**Solution.** For every $m$ we have $\gamma(x_i,x_m)=\gamma(x_j,x_m)$. Two rows agree, so the determinant vanishes.

This holds for any matrix $\gamma$. If the labels include spin, two electrons at one position with opposite spins are different points, and the statement does not apply to them.

```lean
/-- Pauli exclusion: the free-fermion `k`-point density vanishes when two of the points
coincide. -/
theorem kPointDensity_eq_zero_of_coincident {k : ℕ} (γ : Matrix X X ℂ) (x : Fin k → X)
    {i j : Fin k} (hij : i ≠ j) (hx : x i = x j) : kPointDensity γ x = 0 :=
  det_zero_of_row_eq hij (funext fun l => by simp only [submatrix_apply, hx])

end

end FreeFermionPauliBound
```

## The exchange hole of the uniform electron gas

In the non-interacting ground state of the three-dimensional uniform gas, electrons of one spin with density $n$ and Fermi wavenumber $k_F$ have, at separation $r>0$,
$$\gamma(r)=n\,\frac{3(\sin z-z\cos z)}{z^3},\qquad z=k_Fr.$$
The case $k=2$ gives the same-spin pair density $n^2-|\gamma(r)|^2$. It tends to zero as $r\to0$ and reaches $n^2$ exactly where $\tan z=z$. For opposite spins $\gamma$ vanishes, and the pair density is the plain product.

A Hartree–Fock calculation for jellium uses the missing part: $-|\gamma|^2$, multiplied by half the Coulomb repulsion, integrated over both positions and summed over spin, is the exchange energy. Interacting states need not have determinantal densities. Their $k$-point densities are still nonnegative, but they can exceed the uncorrelated product.

```lean
#print axioms FreeFermionPauliBound.slater_density
#print axioms FreeFermionPauliBound.kPointDensity_bounds
#print axioms FreeFermionPauliBound.kPointDensity_eq_prod_iff
#print axioms FreeFermionPauliBound.kPointDensity_eq_zero_of_coincident
```

```
'FreeFermionPauliBound.slater_density' depends on axioms: [propext, Classical.choice, Quot.sound]
'FreeFermionPauliBound.kPointDensity_bounds' depends on axioms: [propext, Classical.choice, Quot.sound]
'FreeFermionPauliBound.kPointDensity_eq_prod_iff' depends on axioms: [propext, Classical.choice, Quot.sound]
'FreeFermionPauliBound.kPointDensity_eq_zero_of_coincident' depends on axioms: [propext, Classical.choice, Quot.sound]
```
